# Every continuous path across a quadratic saddle reaches at least the saddle energy

Take one reaction coordinate x and one transverse mode y, with a, b > 0:

E(x, y) = E0 − a x²/2 + b y²/2.

The point (1, 0) lies below E0 and the point (0, 1) above it, so the energy of one displaced geometry does not fix the barrier. A continuous path from x = −1 to x = 1, however, must pass some point (0, y), where E = E0 + b y²/2 ≥ E0.

The general model has finitely many transverse modes y_i, possibly none:

E(x, y) = E0 − a x²/2 + Σ b_i y_i²/2.

```lean
import Mathlib

open Set

namespace SaddleBarrier

noncomputable section

variable {ι : Type*} [Fintype ι]

/-- Energy of the quadratic saddle model at a geometry `p = (x, y)`: curvature `-a` along the
reaction coordinate `x` and curvatures `b i` along the transverse modes `y i`. -/
def saddleEnergy (E0 a : ℝ) (b : ι → ℝ) (p : ℝ × (ι → ℝ)) : ℝ :=
  E0 - a * p.1 ^ 2 / 2 + ∑ i, b i * p.2 i ^ 2 / 2
```

A geometry is a pair in `ℝ × (ι → ℝ)`, with the saddle at the origin. The modes are uncoupled, and anharmonicity, zero-point energy and dynamics are absent.

`pathMaxima` collects the highest energies along paths from p to q. A path need only be continuous on [0,1], and `IsGreatest` requires its maximum to be attained. `viaSaddle` is the two-segment path through the origin.

```lean
/-- The set of highest energies met along the continuous paths from geometry `p` to
geometry `q`. -/
def pathMaxima (E0 a : ℝ) (b : ι → ℝ) (p q : ℝ × (ι → ℝ)) : Set ℝ :=
  {M | ∃ γ : ℝ → ℝ × (ι → ℝ), ContinuousOn γ (Icc 0 1) ∧ γ 0 = p ∧ γ 1 = q ∧
    IsGreatest ((fun t => saddleEnergy E0 a b (γ t)) '' Icc 0 1) M}

/-- The path that runs straight from `p` to the saddle point and then straight on to `q`. -/
def viaSaddle (p q : ℝ × (ι → ℝ)) (t : ℝ) : ℝ × (ι → ℝ) :=
  max (1 - 2 * t) 0 • p + max (2 * t - 1) 0 • q
```

## Curvatures that fall along x and rise along y

Positive a and b_i are the force-constant magnitudes at a first-order saddle. For s ≠ 0, displacement by s along x changes the energy by −a s²/2, and displacement along mode i changes it by +b_i s²/2. The proof reduces the sum to its one nonzero term, written with `Pi.single i s`. With a = 0 or b_i = 0, the corresponding strict inequality fails.

```lean
/-- For `a > 0` and `b i > 0`, a nonzero displacement along the reaction coordinate alone lies below
the saddle energy, and a nonzero displacement along transverse mode `i` alone lies above it. -/
theorem single_points_below_and_above [DecidableEq ι] (E0 : ℝ) {a : ℝ} {b : ι → ℝ} (i : ι)
    (ha : 0 < a) (hb : 0 < b i) {s : ℝ} (hs : s ≠ 0) :
    saddleEnergy E0 a b (s, 0) < E0 ∧ E0 < saddleEnergy E0 a b (0, Pi.single i s) := by
  constructor
  · have e : saddleEnergy E0 a b (s, 0) = E0 - a * s ^ 2 / 2 := by simp [saddleEnergy]
    have hp : 0 < a * s ^ 2 / 2 := by positivity
    rw [e]
    linarith
  · have h : ∑ j, b j * (Pi.single i s : ι → ℝ) j ^ 2 / 2 = b i * s ^ 2 / 2 := by
      rw [Finset.sum_eq_single i]
      · simp
      · intro j _ hj
        simp [hj]
      · intro hi
        exact absurd (Finset.mem_univ i) hi
    have e : saddleEnergy E0 a b (0, Pi.single i s)
        = E0 - a * 0 ^ 2 / 2 + ∑ j, b j * (Pi.single i s : ι → ℝ) j ^ 2 / 2 := rfl
    have hp : 0 < b i * s ^ 2 / 2 := by positivity
    rw [e, h]
    linarith
```

For the path bound, b_i ≥ 0 suffices and a may have any sign. Each transverse term is then non-negative, so

E(x, y) ≥ E0 − a x²/2.

This is `valley_floor_le`, and at x = 0 it gives E ≥ E0. If a > 0 and some b_i < 0, as at a higher-order saddle, a path can go round the origin in the (x, y_i) plane and stay below E0.

```lean
/-- If no transverse curvature is negative, transverse displacements never lower the energy at a
given value of the reaction coordinate. -/
theorem valley_floor_le (E0 a : ℝ) {b : ι → ℝ} (hb : ∀ i, 0 ≤ b i) (p : ℝ × (ι → ℝ)) :
    E0 - a * p.1 ^ 2 / 2 ≤ saddleEnergy E0 a b p := by
  have h : 0 ≤ ∑ i, b i * p.2 i ^ 2 / 2 :=
    Finset.sum_nonneg fun i _ => div_nonneg (mul_nonneg (hb i) (sq_nonneg _)) (by norm_num)
  unfold saddleEnergy
  linarith
```

The absence of linear, cubic and higher terms matters separately. Replacing p by s p multiplies every squared coordinate by s², hence

E(s p) = E0 + s² (E(p) − E0).

With a cubic term present, the straight segment can rise above E0 even though its end lies below: an energy change s² − 2s³ along the ray is positive for 0 < s < 1/2 and equals −1 at s = 1.

```lean
/-- Measured from the saddle, the energy scales quadratically along every straight ray. -/
theorem energy_along_ray (E0 a : ℝ) (b : ι → ℝ) (s : ℝ) (p : ℝ × (ι → ℝ)) :
    saddleEnergy E0 a b (s • p) = E0 + s ^ 2 * (saddleEnergy E0 a b p - E0) := by
  have h : ∑ i, b i * (s * p.2 i) ^ 2 / 2 = s ^ 2 * ∑ i, b i * p.2 i ^ 2 / 2 := by
    rw [Finset.mul_sum]
    exact Finset.sum_congr rfl fun i _ => by ring
  simp only [saddleEnergy, Prod.smul_fst, Prod.smul_snd, Pi.smul_apply, smul_eq_mul]
  rw [h]
  ring
```

## Continuity, and ends on opposite sides

The conditions x < 0 at t = 0 and x > 0 at t = 1 represent reactant and product sides; continuity says that the geometry deforms without jumps. By the intermediate value theorem, x(t) vanishes somewhere, which is `path_crosses_ridge`. For a > 0, a jump from (−1, 0) to (1, 0) avoids the ridge x = 0, and a path resting at (−1, 0) never needs to cross it; both stay below E0.

```lean
omit [Fintype ι] in
/-- A continuous path from `x < 0` to `x > 0` crosses the ridge `x = 0`. -/
theorem path_crosses_ridge {γ : ℝ → ℝ × (ι → ℝ)} (hγ : ContinuousOn γ (Icc 0 1))
    (h0 : (γ 0).1 < 0) (h1 : 0 < (γ 1).1) : ∃ t ∈ Icc (0 : ℝ) 1, (γ t).1 = 0 := by
  have hc : ContinuousOn (fun t => (γ t).1) (Icc 0 1) := continuous_fst.comp_continuousOn hγ
  obtain ⟨t, ht, h⟩ := intermediate_value_Icc (zero_le_one' ℝ) hc
    (show (0 : ℝ) ∈ Icc (γ 0).1 (γ 1).1 from ⟨h0.le, h1.le⟩)
  exact ⟨t, ht, h⟩
```

Continuity is used again for the maximum: E along the path is continuous on the compact interval [0,1], so it attains a greatest value. That value is at least the energy at the crossing, hence at least E0. The proof combines `exists_isMaxOn`, the crossing and the valley-floor bound in this order.

```lean
/-- If no transverse curvature is negative, then along every continuous path from `x < 0` to `x > 0`
the energy attains a maximum, and this maximum is at least the saddle energy. -/
theorem path_maximum_ge_saddle (E0 a : ℝ) {b : ι → ℝ} (hb : ∀ i, 0 ≤ b i)
    {γ : ℝ → ℝ × (ι → ℝ)} (hγ : ContinuousOn γ (Icc 0 1))
    (h0 : (γ 0).1 < 0) (h1 : 0 < (γ 1).1) :
    ∃ t ∈ Icc (0 : ℝ) 1,
      (∀ s ∈ Icc (0 : ℝ) 1, saddleEnergy E0 a b (γ s) ≤ saddleEnergy E0 a b (γ t)) ∧
      E0 ≤ saddleEnergy E0 a b (γ t) := by
  have hE : Continuous (saddleEnergy E0 a b) := by
    unfold saddleEnergy
    fun_prop
  -- the maximum exists because the path parameter runs over a compact interval
  obtain ⟨t, ht, hmax⟩ := isCompact_Icc.exists_isMaxOn
    (nonempty_Icc.2 (zero_le_one' ℝ)) (hE.comp_continuousOn hγ)
  have hm : ∀ s ∈ Icc (0 : ℝ) 1, saddleEnergy E0 a b (γ s) ≤ saddleEnergy E0 a b (γ t) :=
    fun s hs => hmax hs
  -- it is no lower than the energy at the ridge crossing
  obtain ⟨r, hr, hx⟩ := path_crosses_ridge hγ h0 h1
  have hv := valley_floor_le E0 a hb (γ r)
  rw [hx] at hv
  exact ⟨t, ht, hm, by linarith [hm r hr]⟩
```

## Strictly positive transverse curvatures

Suppose the path never exceeds E0. At its crossing, Σ b_i y_i²/2 ≤ 0. If every b_i > 0, each y_i must vanish, so the path meets the saddle itself. In Lean, one nonzero y_i gives a positive term bounded by the whole sum, a contradiction. With some b_i = 0, the path can cross at y_i ≠ 0 with energy exactly E0.

```lean
/-- If all transverse curvatures are positive, a path from `x < 0` to `x > 0` that never rises
above the saddle energy passes through the saddle point itself. -/
theorem optimal_path_meets_saddle {E0 a : ℝ} {b : ι → ℝ} (hb : ∀ i, 0 < b i)
    {γ : ℝ → ℝ × (ι → ℝ)} (hγ : ContinuousOn γ (Icc 0 1))
    (h0 : (γ 0).1 < 0) (h1 : 0 < (γ 1).1)
    (hle : ∀ t ∈ Icc (0 : ℝ) 1, saddleEnergy E0 a b (γ t) ≤ E0) :
    ∃ t ∈ Icc (0 : ℝ) 1, γ t = 0 := by
  obtain ⟨t, ht, hx⟩ := path_crosses_ridge hγ h0 h1
  refine ⟨t, ht, Prod.ext hx (funext fun i => ?_)⟩
  have hE := hle t ht
  unfold saddleEnergy at hE
  rw [hx] at hE
  -- a single displaced mode would already lift the crossing above the saddle
  have hi : b i * (γ t).2 i ^ 2 / 2 ≤ ∑ j, b j * (γ t).2 j ^ 2 / 2 :=
    Finset.single_le_sum (f := fun j => b j * (γ t).2 j ^ 2 / 2)
      (fun j _ => div_nonneg (mul_nonneg (hb j).le (sq_nonneg _)) (by norm_num))
      (Finset.mem_univ i)
  by_contra hne
  have hne' : (γ t).2 i ≠ 0 := hne
  have hbi := hb i
  have hpos : 0 < b i * (γ t).2 i ^ 2 / 2 := by positivity
  linarith
```

## Endpoints no higher than the saddle

Let every b_i ≥ 0, and let p and q lie on opposite sides of the ridge, p at x < 0 and q at x > 0. If E(p) ≤ E0 and E(q) ≤ E0, the ray formula keeps both segments of `viaSaddle` at or below E0, with equality at t = 1/2. The path bound shows that no other path has a lower maximum. `IsLeast` states both facts: E0 is a path maximum, and the least one. An endpoint above E0 would force every path maximum above E0.

```lean
/-- Minimax characterisation of the barrier when no transverse curvature is negative: between two
geometries on opposite sides of the ridge, neither above the saddle energy, the lowest possible path
maximum is the saddle energy. -/
theorem saddle_is_minimax {E0 a : ℝ} {b : ι → ℝ} (hb : ∀ i, 0 ≤ b i) {p q : ℝ × (ι → ℝ)}
    (hp : p.1 < 0) (hq : 0 < q.1)
    (hEp : saddleEnergy E0 a b p ≤ E0) (hEq : saddleEnergy E0 a b q ≤ E0) :
    IsLeast (pathMaxima E0 a b p q) E0 := by
  have hl : ∀ t : ℝ, t ≤ 1 / 2 → viaSaddle p q t = (1 - 2 * t) • p := by
    intro t ht
    unfold viaSaddle
    rw [max_eq_left (show (0 : ℝ) ≤ 1 - 2 * t by linarith),
      max_eq_right (show 2 * t - 1 ≤ (0 : ℝ) by linarith), zero_smul, add_zero]
  have hr : ∀ t : ℝ, 1 / 2 ≤ t → viaSaddle p q t = (2 * t - 1) • q := by
    intro t ht
    unfold viaSaddle
    rw [max_eq_right (show 1 - 2 * t ≤ (0 : ℝ) by linarith),
      max_eq_left (show (0 : ℝ) ≤ 2 * t - 1 by linarith), zero_smul, zero_add]
  constructor
  · -- the path through the saddle attains the value `E0`
    refine ⟨viaSaddle p q, ?_, ?_, ?_, ?_, ?_⟩
    · have hc : Continuous (viaSaddle p q) := by
        unfold viaSaddle
        fun_prop
      exact hc.continuousOn
    · rw [hl 0 (by norm_num), show (1 - 2 * 0 : ℝ) = 1 by norm_num, one_smul]
    · rw [hr 1 (by norm_num), show (2 * 1 - 1 : ℝ) = 1 by norm_num, one_smul]
    · refine ⟨1 / 2, ⟨by norm_num, by norm_num⟩, ?_⟩
      show saddleEnergy E0 a b (viaSaddle p q (1 / 2)) = E0
      rw [hl (1 / 2) le_rfl, energy_along_ray]
      ring
    · rintro _ ⟨t, _, rfl⟩
      show saddleEnergy E0 a b (viaSaddle p q t) ≤ E0
      rcases le_total t (1 / 2) with h | h
      · rw [hl t h, energy_along_ray]
        linarith [mul_nonpos_of_nonneg_of_nonpos (sq_nonneg (1 - 2 * t)) (sub_nonpos.2 hEp)]
      · rw [hr t h, energy_along_ray]
        linarith [mul_nonpos_of_nonneg_of_nonpos (sq_nonneg (2 * t - 1)) (sub_nonpos.2 hEq)]
  · -- no path does better
    rintro M ⟨γ, hγ, h0, h1, hM⟩
    obtain ⟨t, ht, _, hE⟩ := path_maximum_ge_saddle E0 a hb hγ (by rwa [h0]) (by rwa [h1])
    exact hE.trans (hM.2 ⟨t, ht, rfl⟩)
```

## Limited spacing between images

A discrete chain can step over the ridge, so its spacing in x is bounded by h. Some neighbours satisfy x_k ≤ 0 < x_{k+1}; the proof finds them by induction. Since x_{k+1} − x_k ≤ h, one of the two has |x| ≤ h/2. With a ≥ 0 and b_i ≥ 0, its energy is at least

E0 − a (h/2)²/2 = E0 − a h²/8.

Thus, in this quadratic model, the highest image of a reaction-path calculation underestimates the barrier top by at most a h²/8. Without a spacing bound, and with a > 0, two distant images can both lie arbitrarily low.

```lean
/-- Let `a ≥ 0` and let no transverse curvature be negative. In a discrete chain of images from `x <
0` to `x > 0` whose neighbours differ by at most `h` in the reaction coordinate, some image has
energy at least `E0 - a h² / 8`. -/
theorem chain_of_images_bound (E0 : ℝ) {a h : ℝ} {b : ι → ℝ} (ha : 0 ≤ a) (hb : ∀ i, 0 ≤ b i)
    (x : ℕ → ℝ × (ι → ℝ)) (N : ℕ) (h0 : (x 0).1 < 0) (hN : 0 < (x N).1)
    (hstep : ∀ k < N, |(x (k + 1)).1 - (x k).1| ≤ h) :
    ∃ k ≤ N, E0 - a * h ^ 2 / 8 ≤ saddleEnergy E0 a b (x k) := by
  -- two neighbouring images straddle the ridge
  have hcross : ∃ k < N, (x k).1 ≤ 0 ∧ 0 < (x (k + 1)).1 := by
    by_contra hn
    have hall : ∀ k, k ≤ N → (x k).1 ≤ 0 := by
      intro k
      induction k with
      | zero => exact fun _ => h0.le
      | succ k ih =>
        intro hk
        by_contra hpos
        exact hn ⟨k, by omega, ih (by omega), lt_of_not_ge hpos⟩
    linarith [hall N le_rfl]
  obtain ⟨k, hk, hc, hd⟩ := hcross
  have hs := (abs_le.1 (hstep k hk)).2
  -- an image within `h / 2` of the ridge is high enough
  have near : ∀ j, |(x j).1| ≤ h / 2 → E0 - a * h ^ 2 / 8 ≤ saddleEnergy E0 a b (x j) := by
    intro j hj
    have hsq : (x j).1 ^ 2 ≤ (h / 2) ^ 2 := sq_le_sq' (abs_le.1 hj).1 (abs_le.1 hj).2
    have hm := mul_le_mul_of_nonneg_left hsq ha
    have hv := valley_floor_le E0 a hb (x j)
    nlinarith
  rcases le_total (-(x k).1) (h / 2) with hh | hh
  · exact ⟨k, hk.le, near k (abs_le.2 ⟨by linarith, by linarith⟩)⟩
  · exact ⟨k + 1, hk, near (k + 1) (abs_le.2 ⟨by linarith, by linarith⟩)⟩
```

For h > 0, the two-image chain at x = ±h/2, y = 0 attains the bound.

```lean
/-- Two images placed at `x = -h/2` and `x = h/2` without transverse displacement both have
energy exactly `E0 - a h² / 8`. -/
theorem chain_bound_sharp (E0 a h : ℝ) (b : ι → ℝ) :
    saddleEnergy E0 a b (-(h / 2), 0) = E0 - a * h ^ 2 / 8 ∧
    saddleEnergy E0 a b (h / 2, 0) = E0 - a * h ^ 2 / 8 := by
  have e : ∀ s : ℝ, saddleEnergy E0 a b (s, 0) = E0 - a * s ^ 2 / 2 := by
    intro s
    simp [saddleEnergy]
  constructor
  · rw [e]
    ring
  · rw [e]
    ring

end

end SaddleBarrier
```

```lean
#print axioms SaddleBarrier.path_maximum_ge_saddle
-- 'SaddleBarrier.path_maximum_ge_saddle' depends on axioms: [propext, Classical.choice, Quot.sound]
#print axioms SaddleBarrier.saddle_is_minimax
-- 'SaddleBarrier.saddle_is_minimax' depends on axioms: [propext, Classical.choice, Quot.sound]
#print axioms SaddleBarrier.chain_of_images_bound
-- 'SaddleBarrier.chain_of_images_bound' depends on axioms: [propext, Classical.choice, Quot.sound]
#print axioms SaddleBarrier.chain_bound_sharp
-- 'SaddleBarrier.chain_bound_sharp' depends on axioms: [propext, Classical.choice, Quot.sound]
```
